# For a curve of unit vectors in a real inner-product space, differentiable at 0, the overlap eigenvalue $1-\langle v(0),v(h)\rangle$ divided by $h^2$ tends to $\|v'(0)\|^2/2$

## Two basis functions that almost coincide

Take a normalised real basis function that depends on a parameter, for instance a Gaussian whose centre can be shifted along an axis. Put two copies into the same basis, one at parameter value $0$ and one at $h$. When $h$ is small the two functions are nearly the same, their overlap is close to one, and their overlap matrix is close to singular. Symmetric and canonical orthogonalisation divide by the square roots of the eigenvalues of this matrix. One of the two eigenvalues is small, so it matters how small it is for a given $h$.

Write the functions as vectors $v(t)$ in a real inner-product space, with $\|v(t)\|=1$ for every real $t$, and suppose that the curve has a derivative $d=v'(0)$. Let $s(h)=\langle v(0),v(h)\rangle$ be the overlap. The eigenvalue in question is $1-s(h)$, and

$$\lim_{h\to0,\;h\neq0}\frac{1-s(h)}{h^2}=\frac{\|d\|^2}{2}.$$

If $d\neq0$, the eigenvalue therefore closes quadratically, with a coefficient fixed by how fast the function changes with its parameter. If $d=0$, the limit is zero and the eigenvalue vanishes faster than $h^2$.

## The eigenvalues of a two-by-two overlap matrix

Let $a$ and $b$ be unit vectors with overlap $s=\langle a,b\rangle$. Their overlap matrix is

$$S=\begin{pmatrix}1&s\\ s&1\end{pmatrix}.$$

Multiplying out gives

$$S\begin{pmatrix}1\\-1\end{pmatrix}=\begin{pmatrix}1-s\\ s-1\end{pmatrix}=(1-s)\begin{pmatrix}1\\-1\end{pmatrix},\qquad
S\begin{pmatrix}1\\1\end{pmatrix}=(1+s)\begin{pmatrix}1\\1\end{pmatrix}.$$

The normalised eigenvectors are $(1,-1)/\sqrt2$ and $(1,1)/\sqrt2$. For $s\ge0$ the difference combination belongs to the lowest eigenvalue. To see this, take any real coefficient vector $x=(x_0,x_1)$ and expand:

$$x^{\mathsf T}Sx=x_0^2+x_1^2+2s\,x_0x_1=(1-s)(x_0^2+x_1^2)+s(x_0+x_1)^2.$$

The last term is non-negative, so $x^{\mathsf T}Sx\ge(1-s)\,x^{\mathsf T}x$. No Rayleigh quotient lies below $1-s$.

## From the overlap to the difference quotient

The eigenvalue has a geometric meaning. Since both vectors have length one,

$$\|b-a\|^2=\|b\|^2-2\langle a,b\rangle+\|a\|^2=2-2s,\qquad\text{so}\qquad 1-s=\tfrac12\|b-a\|^2.$$

Now put $a=v(0)$ and $b=v(h)$. A curve that is differentiable at $0$ is continuous there, so $\|v(h)-v(0)\|\to0$ and hence $s(h)\to1$. In particular $s(h)>0$ for all sufficiently small $h$, and the bound above then makes $1-s(h)$ the lowest eigenvalue.

For $h\neq0$, divide by $h^2$:

$$\frac{1-s(h)}{h^2}=\frac12\left\|\frac{v(h)-v(0)}{h}\right\|^2.$$

The vector inside the norm is the difference quotient, which tends to $d$. The norm is continuous, so the right-hand side tends to $\|d\|^2/2$. Only a first derivative enters, although the result describes the second-order behaviour of the overlap.

## Conditioning and the surviving direction

Let $d\neq0$. By the limit just found, $1-s(h)>0$ for small $h\neq0$, and the ratio of the two eigenvalues satisfies

$$\frac{1+s(h)}{1-s(h)}\,h^2=\frac{1+s(h)}{(1-s(h))/h^2}\longrightarrow\frac{2}{\|d\|^2/2}=\frac{4}{\|d\|^2}.$$

For two normalised real basis functions on a one-parameter curve with $d\neq0$, halving a small parameter spacing thus makes the conditioning of the overlap matrix worse by a factor that approaches four.

Canonical orthogonalisation takes a normalised eigenvector of $S$ as coefficients and divides the resulting combination by the square root of its eigenvalue. With the coefficients $(-1,1)/\sqrt2$ this gives

$$w(h)=\frac{v(h)-v(0)}{\sqrt{2(1-s(h))}}=\frac{v(h)-v(0)}{\|v(h)-v(0)\|}.$$

For $h>0$, write $q(h)=(v(h)-v(0))/h$. The positive factor $h$ cancels between numerator and denominator, so $w(h)=q(h)/\|q(h)\|$. Since $q(h)\to d\neq0$,

$$w(h)\longrightarrow\frac{d}{\|d\|}\qquad(h\to0^+).$$

Numerator and denominator both vanish, yet the normalised vector settles on the unit tangent of the curve. The sign of the limit depends on the chosen coefficients and on the side of approach: reversing the sign of the eigenvector, or letting $h$ tend to 0 from below, gives $-d/\|d\|$ instead.

## The statement in Lean's terms

The space `E` is any real inner-product space. It may have infinite dimension, as a space of square-integrable functions does, and it need not be complete. The inner product is written `⟪a, b⟫_ℝ`, and `overlapMatrix a b` is the matrix of the four inner products of the pair, with rows and columns numbered 0 and 1. The symbol `*ᵥ` applies a matrix to a vector, and `⬝ᵥ` is the dot product of coefficient vectors.

Two hypotheses describe the curve `v : ℝ → E`:

- `hu : ∀ t, ‖v t‖ = 1` is the normalisation of the basis function at every parameter value.
- `hv : HasDerivAt v d 0` says that the curve has derivative `d` at 0. The difference quotient converges in the norm of `E`, so for square-integrable functions this is convergence in the mean-square sense, which convergence point by point does not by itself guarantee. It is assumed, and has to be established for any particular family of functions.

The main theorem, `overlap_eigenvalue_limit`, says that `(1 - ⟪v 0, v h⟫_ℝ) / h ^ 2` tends to `‖d‖ ^ 2 / 2`. The filter `𝓝[≠] 0` means that `h` approaches 0 from either side without being 0. The theorem speaks of the number $1-s(h)$; that this number is an eigenvalue comes from `overlap_eigenvectors`, and that it bounds the Rayleigh quotients from below for small `h`, and so is the lowest eigenvalue, comes from `eventually_lower_bound`, where `∀ᶠ h in 𝓝 (0 : ℝ)` reads "for all `h` close enough to 0".

The theorems `eigenvalue_ratio_limit` and `normalised_difference_limit` carry the further hypothesis `hd : d ≠ 0`: the basis function really does change to first order in its parameter. In `normalised_difference_limit` the filter is `𝓝[>] 0`, the approach from above.

The model has two real vectors and one parameter. It does not treat complex basis functions, larger basis sets or rounding errors, and the limits come without an estimate of the error at finite $h$.

## The Lean file

```lean
import Mathlib

open Filter Topology Matrix
open scoped InnerProductSpace

namespace NearDependentPair

noncomputable section

variable {E : Type*} [NormedAddCommGroup E] [InnerProductSpace ℝ E]

/-- The overlap matrix of a pair of vectors: the table of their inner products. -/
def overlapMatrix (a b : E) : Matrix (Fin 2) (Fin 2) ℝ :=
  !![⟪a, a⟫_ℝ, ⟪a, b⟫_ℝ; ⟪b, a⟫_ℝ, ⟪b, b⟫_ℝ]

/-- For unit vectors the overlap matrix has ones on the diagonal and the
overlap of the pair in both off-diagonal places. -/
theorem overlapMatrix_of_unit {a b : E} (ha : ‖a‖ = 1) (hb : ‖b‖ = 1) :
    overlapMatrix a b = !![1, ⟪a, b⟫_ℝ; ⟪a, b⟫_ℝ, 1] := by
  have h1 : ⟪a, a⟫_ℝ = 1 := by
    rw [real_inner_self_eq_norm_sq, ha]; norm_num
  have h2 : ⟪b, b⟫_ℝ = 1 := by
    rw [real_inner_self_eq_norm_sq, hb]; norm_num
  have h3 : ⟪b, a⟫_ℝ = ⟪a, b⟫_ℝ := real_inner_comm _ _
  rw [overlapMatrix, h1, h2, h3]

/-- For two unit vectors, the difference and sum combinations are eigenvectors of
the overlap matrix, with eigenvalues one minus and one plus the overlap. -/
theorem overlap_eigenvectors {a b : E} (ha : ‖a‖ = 1) (hb : ‖b‖ = 1) :
    overlapMatrix a b *ᵥ ![1, -1] = (1 - ⟪a, b⟫_ℝ) • ![1, -1] ∧
    overlapMatrix a b *ᵥ ![1, 1] = (1 + ⟪a, b⟫_ℝ) • ![1, 1] := by
  rw [overlapMatrix_of_unit ha hb]
  constructor
  · ext i
    fin_cases i <;> simp [Matrix.mulVec, dotProduct, Fin.sum_univ_two] <;> ring
  · ext i
    fin_cases i <;> simp [Matrix.mulVec, dotProduct, Fin.sum_univ_two]
    ring

/-- For two unit vectors with non-negative overlap, the quadratic form of the overlap
matrix is bounded below by one minus the overlap, times the squared length of the
coefficient vector. -/
theorem overlap_lower_bound {a b : E} (ha : ‖a‖ = 1) (hb : ‖b‖ = 1)
    (hs : 0 ≤ ⟪a, b⟫_ℝ) (x : Fin 2 → ℝ) :
    (1 - ⟪a, b⟫_ℝ) * (x ⬝ᵥ x) ≤ x ⬝ᵥ (overlapMatrix a b *ᵥ x) := by
  rw [overlapMatrix_of_unit ha hb]
  -- the excess over the bound is a perfect square times the overlap
  have key : x ⬝ᵥ (!![1, ⟪a, b⟫_ℝ; ⟪a, b⟫_ℝ, 1] *ᵥ x)
      = (1 - ⟪a, b⟫_ℝ) * (x ⬝ᵥ x) + ⟪a, b⟫_ℝ * (x 0 + x 1) ^ 2 := by
    simp [Matrix.mulVec, dotProduct, Fin.sum_univ_two]
    ring
  have hpos := mul_nonneg hs (sq_nonneg (x 0 + x 1))
  linarith

/-- For two unit vectors, one minus the overlap is half the squared distance
between them. -/
theorem one_sub_overlap {a b : E} (ha : ‖a‖ = 1) (hb : ‖b‖ = 1) :
    1 - ⟪a, b⟫_ℝ = ‖b - a‖ ^ 2 / 2 := by
  have h := norm_sub_sq_real b a
  have hc : ⟪b, a⟫_ℝ = ⟪a, b⟫_ℝ := real_inner_comm _ _
  rw [ha, hb, hc] at h
  linarith

/-- Along a curve of unit vectors differentiable at 0, the overlap of `v 0` and `v h`
tends to one as `h` tends to 0. -/
theorem overlap_tendsto_one {v : ℝ → E} {d : E} (hu : ∀ t, ‖v t‖ = 1)
    (hv : HasDerivAt v d 0) :
    Tendsto (fun h => ⟪v 0, v h⟫_ℝ) (𝓝 0) (𝓝 1) := by
  have h : Tendsto (fun t => 1 - ‖v t - v 0‖ ^ 2 / 2) (𝓝 0)
      (𝓝 (1 - ‖v 0 - v 0‖ ^ 2 / 2)) :=
    (((hv.continuousAt.tendsto.sub_const (v 0)).norm.pow 2).div_const 2).const_sub 1
  rw [show (1 - ‖v 0 - v 0‖ ^ 2 / 2 : ℝ) = 1 by simp] at h
  refine h.congr fun t => ?_
  linarith [one_sub_overlap (hu 0) (hu t)]

/-- Along a curve of unit vectors differentiable at 0, for all sufficiently small `h` the
number `1 - ⟪v 0, v h⟫` bounds the Rayleigh quotients of the overlap matrix from below. -/
theorem eventually_lower_bound {v : ℝ → E} {d : E} (hu : ∀ t, ‖v t‖ = 1)
    (hv : HasDerivAt v d 0) :
    ∀ᶠ h in 𝓝 (0 : ℝ), ∀ x : Fin 2 → ℝ,
      (1 - ⟪v 0, v h⟫_ℝ) * (x ⬝ᵥ x) ≤ x ⬝ᵥ (overlapMatrix (v 0) (v h) *ᵥ x) := by
  filter_upwards [(overlap_tendsto_one hu hv).eventually (lt_mem_nhds zero_lt_one)]
    with h hh x
  exact overlap_lower_bound (hu 0) (hu h) (le_of_lt hh) x

/-- For a curve of unit vectors with derivative `d` at 0, the overlap eigenvalue
`1 - ⟪v 0, v h⟫` divided by `h ^ 2` tends to `‖d‖ ^ 2 / 2` as `h` tends to 0. -/
theorem overlap_eigenvalue_limit {v : ℝ → E} {d : E} (hu : ∀ t, ‖v t‖ = 1)
    (hv : HasDerivAt v d 0) :
    Tendsto (fun h => (1 - ⟪v 0, v h⟫_ℝ) / h ^ 2) (𝓝[≠] 0) (𝓝 (‖d‖ ^ 2 / 2)) := by
  -- the difference quotient converges to the tangent vector
  have hq : Tendsto (fun h : ℝ => h⁻¹ • (v h - v 0)) (𝓝[≠] 0) (𝓝 d) := by
    simpa only [zero_add] using hasDerivAt_iff_tendsto_slope_zero.1 hv
  refine ((hq.norm.pow 2).div_const 2).congr fun h => ?_
  -- half its squared norm is the scaled eigenvalue
  show ‖h⁻¹ • (v h - v 0)‖ ^ 2 / 2 = (1 - ⟪v 0, v h⟫_ℝ) / h ^ 2
  rw [one_sub_overlap (hu 0) (hu h), norm_smul, mul_pow, norm_inv,
    Real.norm_eq_abs, inv_pow, sq_abs]
  ring

/-- For a curve of unit vectors with non-zero derivative `d` at 0, the ratio of the two
overlap eigenvalues, multiplied by `h ^ 2`, tends to `4 / ‖d‖ ^ 2` as `h` tends to 0. -/
theorem eigenvalue_ratio_limit {v : ℝ → E} {d : E} (hu : ∀ t, ‖v t‖ = 1)
    (hv : HasDerivAt v d 0) (hd : d ≠ 0) :
    Tendsto (fun h => (1 + ⟪v 0, v h⟫_ℝ) / (1 - ⟪v 0, v h⟫_ℝ) * h ^ 2)
      (𝓝[≠] 0) (𝓝 (4 / ‖d‖ ^ 2)) := by
  have hpos : 0 < ‖d‖ := norm_pos_iff.2 hd
  have hne : ‖d‖ ^ 2 / 2 ≠ 0 := by positivity
  have h : Tendsto (fun h => (1 + ⟪v 0, v h⟫_ℝ) / ((1 - ⟪v 0, v h⟫_ℝ) / h ^ 2))
      (𝓝[≠] 0) (𝓝 ((1 + 1) / (‖d‖ ^ 2 / 2))) :=
    (((overlap_tendsto_one hu hv).mono_left nhdsWithin_le_nhds).const_add 1).div
      (overlap_eigenvalue_limit hu hv) hne
  rw [show (1 + 1) / (‖d‖ ^ 2 / 2) = 4 / ‖d‖ ^ 2 by
    rw [div_div_eq_mul_div]; norm_num] at h
  refine h.congr fun t => ?_
  rw [div_div_eq_mul_div]
  ring

/-- For a curve of unit vectors with non-zero derivative `d` at 0, the difference vector
normalised by means of its overlap eigenvalue tends to the unit tangent `d / ‖d‖` as `h`
tends to 0 from above. -/
theorem normalised_difference_limit {v : ℝ → E} {d : E} (hu : ∀ t, ‖v t‖ = 1)
    (hv : HasDerivAt v d 0) (hd : d ≠ 0) :
    Tendsto (fun h => (Real.sqrt (2 * (1 - ⟪v 0, v h⟫_ℝ)))⁻¹ • (v h - v 0))
      (𝓝[>] 0) (𝓝 (‖d‖⁻¹ • d)) := by
  have hq : Tendsto (fun h : ℝ => h⁻¹ • (v h - v 0)) (𝓝[≠] 0) (𝓝 d) := by
    simpa only [zero_add] using hasDerivAt_iff_tendsto_slope_zero.1 hv
  have hr : Tendsto (fun h : ℝ => h⁻¹ • (v h - v 0)) (𝓝[>] 0) (𝓝 d) :=
    hq.mono_left (nhdsWithin_mono 0 fun t ht => (Set.mem_Ioi.1 ht).ne')
  refine ((hr.norm.inv₀ (norm_ne_zero_iff.2 hd)).smul hr).congr' ?_
  filter_upwards [self_mem_nhdsWithin] with t ht
  have ht0 : 0 < t := ht
  -- the square root is the length of the difference vector
  have hs : Real.sqrt (2 * (1 - ⟪v 0, v t⟫_ℝ)) = ‖v t - v 0‖ := by
    rw [one_sub_overlap (hu 0) (hu t),
      show 2 * (‖v t - v 0‖ ^ 2 / 2) = ‖v t - v 0‖ ^ 2 by ring,
      Real.sqrt_sq (norm_nonneg _)]
  -- the positive step length cancels on normalisation
  have hc : (t⁻¹ * ‖v t - v 0‖)⁻¹ * t⁻¹ = ‖v t - v 0‖⁻¹ := by
    rw [mul_inv, inv_inv, mul_right_comm, mul_inv_cancel₀ ht0.ne', one_mul]
  rw [hs, norm_smul, norm_inv, Real.norm_of_nonneg ht0.le, smul_smul, hc]

end

end NearDependentPair
```

```lean
#print axioms NearDependentPair.eventually_lower_bound
-- 'NearDependentPair.eventually_lower_bound' depends on axioms: [propext, Classical.choice, Quot.sound]
#print axioms NearDependentPair.overlap_eigenvalue_limit
-- 'NearDependentPair.overlap_eigenvalue_limit' depends on axioms: [propext, Classical.choice, Quot.sound]
#print axioms NearDependentPair.eigenvalue_ratio_limit
-- 'NearDependentPair.eigenvalue_ratio_limit' depends on axioms: [propext, Classical.choice, Quot.sound]
#print axioms NearDependentPair.normalised_difference_limit
-- 'NearDependentPair.normalised_difference_limit' depends on axioms: [propext, Classical.choice, Quot.sound]
```

## How the matrix facts are proved

`overlapMatrix_of_unit` replaces the diagonal entries by one and uses the symmetry of the real inner product to make the off-diagonal entries equal. This is the matrix $S$ above.

In `overlap_eigenvectors`, `ext i` and `fin_cases i` reduce each vector equation to its two components. Then `simp` writes out the matrix product, and `ring` settles the algebra that remains. The vectors `![1, -1]` and `![1, 1]` are left unnormalised, which does not affect the eigenvalues.

The heart of `overlap_lower_bound` is the equation `key`, the expansion with the square $(x_0+x_1)^2$. The hypothesis `hs` that the overlap is non-negative gives the sign of the extra term through `mul_nonneg`, and `linarith` draws the inequality.

`one_sub_overlap` starts from Mathlib's expansion of a squared distance, `norm_sub_sq_real`, inserts the unit lengths and solves for $1-s$. Every later result rests on this identity.

## How the limits are proved

`overlap_tendsto_one` begins with the continuity of the curve at 0. It passes the limit through subtraction, norm, square and division by two, and obtains the limit of $1-\|v(t)-v(0)\|^2/2$. The step `h.congr`, in which `h` is the name of this limit statement and not the parameter, then identifies the expression with the overlap by means of `one_sub_overlap`.

`eventually_lower_bound` combines two earlier results. An overlap that tends to one is eventually positive, and wherever it is positive `overlap_lower_bound` applies.

In `overlap_eigenvalue_limit`, the statement `hq` is the definition of the derivative in the form of a difference quotient, `h⁻¹ • (v h - v 0)`, tending to `d`. The term `(hq.norm.pow 2).div_const 2` takes the norm, squares it and halves it, which produces the limit $\|d\|^2/2$. What remains is the equality between half the squared norm of the quotient and $(1-s(h))/h^2$. The rewriting pulls the factor `h⁻¹` out of the norm, `sq_abs` removes the absolute value under the square, and `ring` finishes.

`eigenvalue_ratio_limit` divides the limit of $1+s(h)$ by the limit of $(1-s(h))/h^2$. Such a division needs a non-zero limit in the denominator; this is `hne`, and it is where `d ≠ 0` is used. The remaining lines simplify the quotient of the limits to $4/\|d\|^2$ and move the factor $h^2$ to its place in the statement.

`normalised_difference_limit` restricts the difference quotient to positive `h` in `hr` and multiplies it by the inverse of its own norm, which is the step from $q(h)$ to $q(h)/\|q(h)\|$. Two equalities then bring the result into the stated form: `hs` identifies the square root with the length of the difference vector, and `hc` cancels the positive step length.
